# For one electron and nuclear charge Z > 0, the trial function exp(−zr) has its lowest energy, −Z²/2 in atomic units, at z = Z

## The energy as a functional of the wave function

The energy of a trial function can be defined in two ways: as a finished formula in its parameter, or as a functional of the wave function from which that formula has to be computed. These notes take the second way. The norm, the kinetic energy and the mean of $1/r$ are defined as integrals for a real function $\psi(r)$ of the radius, and the exponential is inserted afterwards.

The kinetic energy also needs a choice of form. For a normalised function, in atomic units, it is taken here as half the integral of the squared slope over all space, which needs only a first derivative. For the decaying exponential this agrees with the expectation value of $-\tfrac12\nabla^2$: integration by parts turns one into the other, and the boundary term $r^2\psi\psi'$ vanishes at $r=0$ and at infinity.

## One electron and one adjustable exponent

The system is a single non-relativistic electron in the field of a fixed point nucleus of charge $Z$. In hartree atomic units the potential is $-Z/r$. The trial function is

$$\psi_z(r) = e^{-zr}, \qquad z > 0 .$$

The exponent $z$ sets the size of the charge cloud: a larger $z$ pulls the electron towards the nucleus. This makes the attraction stronger, but it also makes the function steeper and so raises the kinetic energy. The best exponent balances the two.

In electronic structure theory $\psi_z$ is the 1s Slater-type function. The result gives its optimal exponent for a single electron and a single free parameter; electron repulsion, which changes the best exponent in larger atoms, is absent.

## What is stated, and for which exponents

For a spherically symmetric function the volume element is $4\pi r^2\,dr$, and the gradient has length $|\psi'(r)|$. The factor $4\pi$ cancels in every normalised quantity, so it is left out:

$$N[\psi] = \int_0^\infty \psi^2 r^2\,dr, \qquad
T[\psi] = \frac{\tfrac12\int_0^\infty (\psi')^2 r^2\,dr}{N[\psi]}, \qquad
\Big\langle \frac1r\Big\rangle_\psi = \frac{\int_0^\infty \psi^2\,\tfrac1r\, r^2\,dr}{N[\psi]} .$$

The energy is $\mathcal E_Z[\psi] = T[\psi] - Z\,\langle 1/r\rangle_\psi$. In the Lean file these four quantities are `radialNorm`, `kineticEnergy`, `meanInvRadius` and `energy`, and $\psi_z$ is `orbital z`. The integration domain `Ioi (0 : ℝ)` is the open half-line $r>0$. Both $Z$ and $z$ are real numbers, so $Z$ need not be an integer.

The main theorem, `energy_minimal`, assumes $Z>0$, which means that the nucleus attracts the electron. It says three things:

- The exponent $z=Z$ gives the energy $-Z^2/2$.
- No exponent $z>0$ gives a lower energy.
- Among the exponents $z>0$, only $z=Z$ gives this energy.

The condition $z>0$ makes the function decay, so that it can be normalised. For $z\le 0$ the norm integral diverges, and Lean would assign it the value zero, which has no physical meaning.

Two more theorems complete the picture. `energy_halving_lt` treats $Z\le 0$, a free or repelled electron: halving any exponent $z>0$ lowers the energy, so no exponent is optimal. `orbital_exact_iff` concerns the s-wave Schrödinger equation

$$-\tfrac12\Big(\psi'' + \frac2r\psi'\Big) - \frac Zr\,\psi = E\,\psi \qquad (r>0),$$

whose left side is `radialHamiltonian`. The function $\psi_z$ satisfies it at all $r>0$ exactly when $z=Z$ and $E=-Z^2/2$. This equivalence holds for all real $Z$, $z$ and $E$, because it is a statement about the differential equation alone. For $Z\le0$ the solution it singles out is constant or growing, and therefore not a bound state.

The minimum is taken within the exponential family. That $-Z^2/2$ is also the lowest energy over all admissible wave functions is a known fact about the hydrogen-like atom, but it needs an argument that compares $\psi_Z$ with functions of every shape.

## The three integrals and the completed square

**The basic integral.** For $a>0$ and a natural number $n$, substitute $t=ar$:

$$\int_0^\infty r^n e^{-ar}\,dr = \frac{1}{a^{n+1}}\int_0^\infty t^n e^{-t}\,dt = \frac{n!}{a^{n+1}} .$$

The last integral is $\Gamma(n+1)$. It equals 1 for $n=0$, and each integration by parts lowers the power by one and brings down a factor, which gives $n!$.

**The norm.** Since $\psi_z^2 = e^{-2zr}$, take $n=2$ and $a=2z$:

$$N[\psi_z] = \frac{2}{(2z)^3} = \frac{1}{4z^3} .$$

With the angular factor restored, the full squared norm is $4\pi/(4z^3)=\pi/z^3$, so the normalised orbital is $\sqrt{z^3/\pi}\;e^{-zr}$.

**The kinetic energy.** The slope is $\psi_z' = -z\,\psi_z$, hence $(\psi_z')^2 = z^2\psi_z^2$, and the norm cancels:

$$T[\psi_z] = \frac{\tfrac12 z^2 N[\psi_z]}{N[\psi_z]} = \frac{z^2}{2} .$$

**The mean of $1/r$.** One power of $r$ in the weight cancels against $1/r$. With $n=1$ and $a=2z$,

$$\Big\langle\frac1r\Big\rangle_{\psi_z} = \frac{1/(2z)^2}{1/(4z^3)} = \frac{4z^3}{4z^2} = z .$$

**The minimum.** Combining the two results and completing the square gives

$$\mathcal E_Z[\psi_z] = \frac{z^2}{2} - Zz = \frac{(z-Z)^2}{2} - \frac{Z^2}{2} .$$

The square is never negative and vanishes only at $z=Z$. For $Z>0$ this point lies in the allowed range $z>0$, so it is the unique minimum, with energy $-Z^2/2$.

**No attraction.** For $Z\le0$ the point $z=Z$ lies outside the allowed range. Comparing $z$ with $z/2$ gives

$$\mathcal E_Z[\psi_z] - \mathcal E_Z[\psi_{z/2}] = \Big(\frac{z^2}{2}-Zz\Big) - \Big(\frac{z^2}{8}-\frac{Zz}{2}\Big) = \frac{3z^2}{8} - \frac{Zz}{2} > 0 ,$$

because the first term is positive and $-Zz\ge0$. Spreading the function out always lowers the energy.

**The Schrödinger equation.** With $\psi_z'=-z\psi_z$ and $\psi_z''=z^2\psi_z$, the Hamiltonian acts as

$$-\tfrac12\Big(z^2-\frac{2z}{r}\Big)\psi_z - \frac Zr\,\psi_z = \Big(-\frac{z^2}{2}+\frac{z-Z}{r}\Big)\psi_z .$$

The bracket is the local energy. Since $\psi_z$ is never zero, the equation holds at all $r>0$ exactly when the bracket equals $E$ at every radius. At $r=1$ and $r=2$ this requires

$$-\frac{z^2}{2}+(z-Z)=E, \qquad -\frac{z^2}{2}+\frac{z-Z}{2}=E .$$

Subtracting gives $z=Z$, and then $E=-Z^2/2$. Conversely, for these values the $1/r$ term disappears and the bracket is the constant $-Z^2/2$.

## The complete Lean file

```lean
import Mathlib

open Set MeasureTheory

namespace ScaledExponentialTrial

noncomputable section

/-- The exponential trial function `exp (-z r)` with exponent `z`. -/
def orbital (z r : ℝ) : ℝ := Real.exp (-(z * r))

/-- The squared norm of a real radial function that is square-integrable with weight `r ^ 2`,
without the factor `4π`. -/
def radialNorm (ψ : ℝ → ℝ) : ℝ := ∫ r in Ioi (0 : ℝ), ψ r ^ 2 * r ^ 2

/-- The normalised kinetic energy of a radial function in atomic units, for functions with
finite nonzero norm and square-integrable derivative (weight `r ^ 2`). -/
def kineticEnergy (ψ : ℝ → ℝ) : ℝ :=
  (1 / 2 * ∫ r in Ioi (0 : ℝ), deriv ψ r ^ 2 * r ^ 2) / radialNorm ψ

/-- The normalised mean value of `1 / r`, for radial functions with finite nonzero norm
for which the integral over `r > 0` converges. -/
def meanInvRadius (ψ : ℝ → ℝ) : ℝ :=
  (∫ r in Ioi (0 : ℝ), ψ r ^ 2 * (1 / r) * r ^ 2) / radialNorm ψ

/-- The energy of one electron in the Coulomb potential `-Z / r`, for radial functions
in the domain of `kineticEnergy` and `meanInvRadius`. -/
def energy (Z : ℝ) (ψ : ℝ → ℝ) : ℝ := kineticEnergy ψ - Z * meanInvRadius ψ

/-- The s-wave Hamiltonian `-(ψ'' + 2 ψ' / r) / 2 - Z ψ / r`, on twice differentiable
functions at `r > 0`. -/
def radialHamiltonian (Z : ℝ) (ψ : ℝ → ℝ) (r : ℝ) : ℝ :=
  -(1 / 2) * (deriv (deriv ψ) r + 2 / r * deriv ψ r) - Z / r * ψ r

/-- For `a > 0` the integral of `r ^ n * exp (-a r)` over `r > 0` is `n! / a ^ (n + 1)`. -/
theorem radial_moment (n : ℕ) {a : ℝ} (ha : 0 < a) :
    ∫ r in Ioi (0 : ℝ), r ^ n * Real.exp (-(a * r)) = (Nat.factorial n : ℝ) / a ^ (n + 1) := by
  -- the Gamma integral at the integer argument n + 1
  have h := Real.integral_rpow_mul_exp_neg_mul_Ioi (a := (n : ℝ) + 1) (r := a)
    (by positivity) ha
  have hp : (1 / a) ^ ((n : ℝ) + 1) = (1 / a) ^ (n + 1) := by
    exact_mod_cast Real.rpow_natCast (1 / a) (n + 1)
  rw [Real.Gamma_nat_eq_factorial, hp] at h
  simp only [add_sub_cancel_right, Real.rpow_natCast] at h
  rw [h, one_div, inv_pow, div_eq_mul_inv, mul_comm]

/-- The square of the trial function is an exponential with twice the exponent. -/
theorem orbital_sq (z r : ℝ) : orbital z r ^ 2 = Real.exp (-(2 * z * r)) := by
  unfold orbital
  rw [sq, ← Real.exp_add]
  congr 1
  ring

/-- The slope of the trial function is `-z` times the function itself. -/
theorem hasDerivAt_orbital (z r : ℝ) : HasDerivAt (orbital z) (-z * orbital z r) r := by
  have h := ((hasDerivAt_id' r).const_mul z).fun_neg.exp
  exact h.congr_deriv (by unfold orbital; ring)

/-- For `z > 0` the squared norm of the trial function is `1 / (4 z ^ 3)`. -/
theorem radialNorm_orbital {z : ℝ} (hz : 0 < z) :
    radialNorm (orbital z) = 1 / (4 * z ^ 3) := by
  have h : radialNorm (orbital z)
      = ∫ r in Ioi (0 : ℝ), r ^ 2 * Real.exp (-(2 * z * r)) := by
    unfold radialNorm
    refine setIntegral_congr_fun measurableSet_Ioi fun r _ => ?_
    simp only [orbital_sq]
    ring
  have f : (Nat.factorial 2 : ℝ) = 2 := by norm_num [Nat.factorial]
  rw [h, radial_moment 2 (by positivity), f, div_eq_div_iff (by positivity) (by positivity)]
  ring

/-- For `z > 0` the normalised kinetic energy of the trial function is `z ^ 2 / 2`. -/
theorem kineticEnergy_orbital {z : ℝ} (hz : 0 < z) :
    kineticEnergy (orbital z) = z ^ 2 / 2 := by
  -- the squared slope is z ^ 2 times the density
  have h : ∫ r in Ioi (0 : ℝ), deriv (orbital z) r ^ 2 * r ^ 2
      = z ^ 2 * radialNorm (orbital z) := by
    unfold radialNorm
    rw [← integral_const_mul]
    refine setIntegral_congr_fun measurableSet_Ioi fun r _ => ?_
    simp only [(hasDerivAt_orbital z r).deriv]
    ring
  have hN : radialNorm (orbital z) ≠ 0 := by
    rw [radialNorm_orbital hz]
    positivity
  rw [kineticEnergy, h, div_eq_iff hN]
  ring

/-- For `z > 0` the normalised mean of `1 / r` in the trial function is `z`. -/
theorem meanInvRadius_orbital {z : ℝ} (hz : 0 < z) : meanInvRadius (orbital z) = z := by
  -- one power of r in the weight cancels against 1 / r
  have h : ∫ r in Ioi (0 : ℝ), orbital z r ^ 2 * (1 / r) * r ^ 2
      = ∫ r in Ioi (0 : ℝ), r ^ 1 * Real.exp (-(2 * z * r)) := by
    refine setIntegral_congr_fun measurableSet_Ioi fun r hr => ?_
    have hr0 : r ≠ 0 := (mem_Ioi.mp hr).ne'
    have hc : 1 / r * r ^ 2 = r := by field_simp
    simp only [orbital_sq]
    rw [mul_assoc, hc]
    ring
  have f : (Nat.factorial 1 : ℝ) = 1 := by norm_num [Nat.factorial]
  have hN : (1 / (4 * z ^ 3) : ℝ) ≠ 0 := by positivity
  rw [meanInvRadius, h, radial_moment 1 (by positivity), f, radialNorm_orbital hz,
    div_eq_iff hN]
  field_simp
  ring

/-- For `z > 0` the energy of the trial function in the potential `-Z / r` is
`z ^ 2 / 2 - Z z`. -/
theorem energy_orbital (Z : ℝ) {z : ℝ} (hz : 0 < z) :
    energy Z (orbital z) = z ^ 2 / 2 - Z * z := by
  rw [energy, kineticEnergy_orbital hz, meanInvRadius_orbital hz]

/-- For nuclear charge `Z > 0` the trial function with exponent `Z` has energy `-Z ^ 2 / 2`.
No exponent `z > 0` gives a lower energy, and only `z = Z` gives the same one. -/
theorem energy_minimal {Z : ℝ} (hZ : 0 < Z) :
    energy Z (orbital Z) = -Z ^ 2 / 2 ∧
    ∀ z : ℝ, 0 < z → energy Z (orbital Z) ≤ energy Z (orbital z) ∧
      (energy Z (orbital z) = energy Z (orbital Z) ↔ z = Z) := by
  refine ⟨by rw [energy_orbital Z hZ]; ring, fun z hz => ?_⟩
  rw [energy_orbital Z hZ, energy_orbital Z hz]
  -- the excess energy is (z - Z) ^ 2 / 2
  refine ⟨by nlinarith [sq_nonneg (z - Z)], fun h => ?_, fun h => by rw [h]⟩
  have h0 : (z - Z) ^ 2 = 0 := by linear_combination 2 * h
  exact sub_eq_zero.mp (pow_eq_zero_iff two_ne_zero |>.mp h0)

/-- Without attraction, `Z ≤ 0`, halving any exponent `z > 0` lowers the energy. -/
theorem energy_halving_lt {Z z : ℝ} (hZ : Z ≤ 0) (hz : 0 < z) :
    energy Z (orbital (z / 2)) < energy Z (orbital z) := by
  rw [energy_orbital Z (half_pos hz), energy_orbital Z hz]
  nlinarith [mul_nonneg (neg_nonneg.mpr hZ) hz.le, pow_pos hz 2]

/-- The trial function solves the s-wave Schrödinger equation with energy `E` at all `r > 0`
if and only if `z = Z` and `E = -Z ^ 2 / 2`. -/
theorem orbital_exact_iff (Z z E : ℝ) :
    (∀ r : ℝ, 0 < r → radialHamiltonian Z (orbital z) r = E * orbital z r) ↔
      z = Z ∧ E = -Z ^ 2 / 2 := by
  have hd : deriv (orbital z) = fun r => -z * orbital z r :=
    funext fun r => (hasDerivAt_orbital z r).deriv
  have hdd : ∀ r, deriv (fun x => -z * orbital z x) r = -z * (-z * orbital z r) :=
    fun r => ((hasDerivAt_orbital z r).const_mul (-z)).deriv
  -- the Hamiltonian multiplies the trial function by its local energy
  have hloc : ∀ r, radialHamiltonian Z (orbital z) r
      = (-z ^ 2 / 2 + (z - Z) / r) * orbital z r := by
    intro r
    unfold radialHamiltonian
    rw [hd, hdd]
    ring
  have hne : ∀ r, orbital z r ≠ 0 := fun r => (Real.exp_pos _).ne'
  constructor
  · intro h
    -- compare the local energy at two radii
    have h1 := h 1 one_pos
    have h2 := h 2 two_pos
    rw [hloc] at h1 h2
    have e1 := mul_right_cancel₀ (hne 1) h1
    have e2 := mul_right_cancel₀ (hne 2) h2
    have hzZ : z = Z := by linarith
    subst hzZ
    exact ⟨rfl, by linarith⟩
  · rintro ⟨rfl, rfl⟩ r _
    rw [hloc]
    ring

end

end ScaledExponentialTrial
```

```lean
#print axioms ScaledExponentialTrial.energy_minimal
-- 'ScaledExponentialTrial.energy_minimal' depends on axioms: [propext, Classical.choice, Quot.sound]
#print axioms ScaledExponentialTrial.energy_halving_lt
-- 'ScaledExponentialTrial.energy_halving_lt' depends on axioms: [propext, Classical.choice, Quot.sound]
#print axioms ScaledExponentialTrial.orbital_exact_iff
-- 'ScaledExponentialTrial.orbital_exact_iff' depends on axioms: [propext, Classical.choice, Quot.sound]
```

## From the Gamma integral to the expectation values

`radial_moment` is the basic integral. Mathlib supplies the Gamma integral for real exponents; the proof applies it at the argument $n+1$, replaces $\Gamma(n+1)$ by $n!$, and converts the real powers to natural ones.

`orbital_sq` combines two exponentials into $e^{-2zr}$. `hasDerivAt_orbital` is the chain rule. It states that the derivative exists and has the value $-z\,\psi_z(r)$, so the later proofs can replace `deriv` by this expression.

The proofs for the norm, the kinetic energy and the mean of $1/r$ share one step. `setIntegral_congr_fun` allows an integrand to be replaced by another that agrees with it at every $r>0$. In `radialNorm_orbital` this brings the integrand into the form $r^2e^{-2zr}$, to which `radial_moment` applies with $n=2$. In `meanInvRadius_orbital` it also justifies the cancellation of $1/r$ against one power of $r$, since membership in the half-line gives $r\neq0$.

`kineticEnergy_orbital` follows the shorter route of the derivation. It does not evaluate a new integral: it pulls $z^2$ out of the integral of the squared slope and recognises what remains as the norm. The value of the norm is used only to show that it is nonzero, so that it may be cancelled.

`energy_orbital` then substitutes the two expectation values into the definition of the energy.

## The square and the local energy in Lean

In `energy_minimal`, both energies are first rewritten with `energy_orbital`, which leaves statements about polynomials in $z$ and $Z$. The inequality is proved by `nlinarith`, which is given the fact that $(z-Z)^2\ge0$. For uniqueness, assume the two energies are equal. Twice that equation rearranges to $(z-Z)^2=0$, which is what `linear_combination 2 * h` checks, and a vanishing square forces $z=Z$.

`energy_halving_lt` works in the same way. The facts supplied to `nlinarith` are $-Zz\ge0$ and $z^2>0$, the two ingredients of the difference computed above.

In `orbital_exact_iff`, the statements `hd` and `hdd` give the first and second derivatives, and `hloc` writes the Hamiltonian's action as local energy times $\psi_z$. For the forward direction the equation is taken at $r=1$ and $r=2$, the nonzero factor $\psi_z$ is cancelled with `mul_right_cancel₀`, and `linarith` subtracts the two equations to obtain $z=Z$. The value of $E$ follows from either of them. For the converse, $z=Z$ and $E=-Z^2/2$ are substituted, and `ring` confirms that the two sides agree.
